# The photon-number probabilities of a coherent state with real amplitude sum to one

A coherent state of one light mode, with real amplitude `z`, has the photon-number amplitudes cₙ = exp(−z²/2) zⁿ/√(n!). The declaration `coherent_norm` states that for every real `z` the squares cₙ², which are the probabilities of finding n photons, form a convergent series over all n = 0, 1, 2, … with sum 1. The attempt starts from the exponential series for exp(z²), multiplies it by exp(−z²) so that the sum becomes 1, and then tries to match its terms with the squared amplitudes.

Lean 4 with Mathlib refuses this proof:

```lean
import Mathlib

open Module

namespace CoherentNorm

noncomputable section

/-- The coherent state with amplitudes `c n = exp(-z²/2) zⁿ/√(n!)`. -/
def coherent (z : ℝ) (n : ℕ) : ℝ :=
  Real.exp (-z ^ 2 / 2) * z ^ n / √(n.factorial : ℝ)

/-- A convergent sum over photon numbers may be rewritten term by term. -/
theorem hasSum_of_eq {f g : ℕ → ℝ} {a b : ℝ} (h : HasSum f a)
    (hf : ∀ n, g n = f n) (hab : a = b) : HasSum g b := by
  obtain rfl : g = f := funext hf
  exact hab ▸ h

/-- The photon-number probabilities of a coherent state sum to one. -/
theorem coherent_norm (z : ℝ) : HasSum (fun n => coherent z n ^ 2) 1 := by
  have h := NormedSpace.expSeries_div_hasSum_exp (z ^ 2)
  rw [← Real.exp_eq_exp_ℝ] at h
  have h2 := h.mul_left (Real.exp (-z ^ 2))
  rw [← Real.exp_add, neg_add_cancel, Real.exp_zero] at h2
  have he : Real.exp (-z ^ 2 / 2) ^ 2 = Real.exp (-z ^ 2) := by
    rw [← Real.exp_nat_mul]
    congr 1
    push_cast
    ring
  convert h2 using 1
  funext n
  rw [coherent, div_pow, mul_pow, Real.sq_sqrt (by positivity), he]
  ring

end

end CoherentNorm
```

The error:

```
Main.lean:31:2: error: Tactic `apply` failed: could not unify the conclusion of `@funext`
  ?f = ?g
with the goal
  Real.instAddCommMonoid =
    CommRing.toNonUnitalCommRing.toNonUnitalNonAssocCommRing.toNonUnitalNonAssocSemiring.toAddCommMonoid

Note: The full type of `@funext` is
  ∀ {α : Sort ?u.74} {β : α → Sort ?u.73} {f g : (x : α) → β x}, (∀ (x : α), f x = g x) → f = g

case e'_3
z : ℝ
h : HasSum (fun n => (z ^ 2) ^ n / ↑n.factorial) (Real.exp (z ^ 2))
h2 : HasSum (fun i => Real.exp (-z ^ 2) * ((z ^ 2) ^ i / ↑i.factorial)) 1
he : Real.exp (-z ^ 2 / 2) ^ 2 = Real.exp (-z ^ 2)
⊢ Real.instAddCommMonoid =
    CommRing.toNonUnitalCommRing.toNonUnitalNonAssocCommRing.toNonUnitalNonAssocSemiring.toAddCommMonoid
```

The change, after which it compiles:

```diff
@@ -21,6 +21,4 @@
   have h := NormedSpace.expSeries_div_hasSum_exp (z ^ 2)
   rw [← Real.exp_eq_exp_ℝ] at h
-  have h2 := h.mul_left (Real.exp (-z ^ 2))
-  rw [← Real.exp_add, neg_add_cancel, Real.exp_zero] at h2
   have he : Real.exp (-z ^ 2 / 2) ^ 2 = Real.exp (-z ^ 2) := by
     rw [← Real.exp_nat_mul]
@@ -28,8 +26,8 @@
     push_cast
     ring
-  convert h2 using 1
-  funext n
-  rw [coherent, div_pow, mul_pow, Real.sq_sqrt (by positivity), he]
-  ring
+  refine hasSum_of_eq (h.mul_left (Real.exp (-z ^ 2))) (fun n => ?_) ?_
+  · rw [coherent, div_pow, mul_pow, Real.sq_sqrt (by positivity), he]
+    ring
+  · rw [← Real.exp_add, neg_add_cancel, Real.exp_zero]
 
 end
```

The error says that `funext` was applied to a goal that is not an equation between functions. `HasSum` carries, besides the function and the sum, the additive structure on ℝ as a hidden argument. In the goal this is `Real.instAddCommMonoid`; in `h2`, which comes from `mul_left`, it is reached through the ring structure of ℝ. `convert h2 using 1` compares the two statements argument by argument, and it left the equality of these two structures as the first goal, where `funext` then failed.

The repair uses the file's lemma `hasSum_of_eq` instead. Lean now accepts the multiplied series as an argument of that lemma by unfolding the two structures, which agree by definition, so their equality never becomes a goal. Only two goals remain: the equality of the terms for each `n`, proved by the same steps as before, and the equality of the sums. The second takes over the rewriting formerly done on `h2`; that rewriting had worked and is only moved.
